# The product of neighbouring overlaps along a C¹ path of unit vectors converges to the exponential of its integrated connection

Let $E$ be a complex inner product space, with $\langle\cdot,\cdot\rangle$ conjugate-linear in the first argument. Let $u:\mathbb R\to E$ be a continuously differentiable path with $\|u(t)\|=1$ for all $t$. Its connection is
$$A(t)=\langle u(t),u'(t)\rangle ,$$
and for a uniform mesh of $N$ steps in $[0,1]$ the link product is
$$L_N=\prod_{j=0}^{N-1}\big\langle u(j/N),\,u((j+1)/N)\big\rangle .$$

The claim is that $L_N\to\exp\int_0^1A(x)\,dx$ as $N\to\infty$. If $\|u'\|\le M$ on $[0,1]$, the error is at most $M^2/N$ for every $N\ge1$. No second derivative is needed.

When the path is closed, $u(1)=u(0)$, and the Berry phase is defined as $\gamma=i\int_0^1A(x)\,dx$, the limit is $e^{-i\gamma}$. This justifies computing the Berry phase of a single non-degenerate state from overlaps on a mesh, as is done in electronic structure, provided that the state can be followed along a continuously differentiable path.

## Derivation from the error of one link

**The connection is imaginary.** Differentiating $\langle u,u\rangle=1$ gives $A+\overline A=0$, so $\operatorname{Re}A=0$. Hence the exponential of any integral of $A$ has modulus one.

**One link.** Take $s\le t$ with $\|u'\|\le M$ on $[s,t]$. Write $\Phi(x)=\int_s^xA(y)\,dy$ and remove the accumulated phase from the overlap:
$$g(x)=\langle u(s),u(x)\rangle\,e^{-\Phi(x)},\qquad g(s)=1 .$$
With $w(x)=u'(x)-A(x)u(x)$, the product rule gives
$$g'(x)=e^{-\Phi(x)}\big(\langle u(s),u'(x)\rangle-A(x)\langle u(s),u(x)\rangle\big)=e^{-\Phi(x)}\langle u(s),w(x)\rangle .$$
Since $\langle u(x),w(x)\rangle=A(x)-A(x)=0$, we may subtract $u(x)$ in the first argument:
$$g'(x)=e^{-\Phi(x)}\langle u(s)-u(x),\,w(x)\rangle .$$
Both vectors are under control. The speed bound gives $\|u(s)-u(x)\|\le M(x-s)\le M(t-s)$. Orthogonality gives $\|w\|^2=\langle w,u'\rangle\le\|w\|\,\|u'\|$, so $\|w\|\le M$. Therefore $|g'|\le M^2(t-s)$ and $|g(t)-1|\le M^2(t-s)^2$. Multiplying by $e^{\Phi(t)}$, which has modulus one, yields
$$\big|\langle u(s),u(t)\rangle-e^{\Phi(t)}\big|\le M^2(t-s)^2 .$$

**All links.** Let $a_j$ be the overlaps and $b_j$ the exponentials of $\int A$ over the mesh intervals. All of them lie in the closed unit disc. If $P_n$ and $Q_n$ are the products of the first $n$ factors, then
$$P_{n+1}-Q_{n+1}=(P_n-Q_n)a_n+Q_n(a_n-b_n),$$
so by induction $|P_N-Q_N|\le\sum_{j=0}^{N-1}|a_j-b_j|$. The integrals over adjacent intervals add up, hence $Q_N=\exp\int_0^1A$. The sum is at most $N\cdot M^2/N^2=M^2/N$. Finally, $u'$ is continuous on the compact interval $[0,1]$, so a finite $M$ exists and the limit follows.

**One step.** For $N=1$ the estimate reads $|\langle u(0),u(1)\rangle-\exp\int_0^1A|\le M^2$. On a closed path the single overlap is $1$ whatever the Berry phase, so the bound becomes $|1-e^{-i\gamma}|\le M^2$: a loop with $e^{-i\gamma}=-1$ must somewhere have speed at least $\sqrt2$. This value is not sharp: with the accumulated phase removed, such a loop becomes a path on the unit sphere from $u(0)$ to $-u(0)$, which has length at least $\pi$ and is nowhere faster than $u$, so the speed in fact reaches at least $\pi$.

## Paths and overlaps in Lean

The space `E` may have any dimension and need not be complete.

```lean
import Mathlib

open Complex ComplexConjugate Filter Topology

namespace BerryContinuumLimit

noncomputable section

variable {E : Type*} [NormedAddCommGroup E] [InnerProductSpace ℂ E]
```

The link product runs over `Finset.range N`, that is, $j=0,\dots,N-1$. The mesh points are real quotients, which accounts for the casts.

```lean
/-- The product of overlaps of neighbouring states on a uniform mesh of `N` steps in `[0,1]`. -/
def linkProduct (u : ℝ → E) (N : ℕ) : ℂ :=
  ∏ j ∈ Finset.range N, inner ℂ (u ((j : ℝ) / N)) (u (((j + 1 : ℕ) : ℝ) / N))

/-- The overlap `⟨u, u'⟩` of a state with its own derivative along the path. -/
def connection (u : ℝ → E) (t : ℝ) : ℂ := inner ℂ (u t) (deriv u t)
```

In the theorems below, `ContDiff ℝ 1 u` says that $u$ is continuously differentiable in the real parameter, and `hn` is the normalisation. Both are required on all of $\mathbb R$. The path need not be closed, and no Hamiltonian appears: that an eigenstate can be chosen as such a path is an assumption about the physical system.

## The connection contributes only a phase

The first proof differentiates $\langle u,u\rangle$ in two ways, by the product rule and as the constant $1$. Uniqueness of the derivative equates the results, and the real part of that equation is the claim.

```lean
/-- For a normalised path the connection `⟨u, u'⟩` is purely imaginary. -/
theorem connection_re {u : ℝ → E} (hu : Differentiable ℝ u) (hn : ∀ t, ‖u t‖ = 1) (t : ℝ) :
    (connection u t).re = 0 := by
  have h := (hu t).hasDerivAt.inner ℂ (hu t).hasDerivAt
  have h1 : (fun s => inner ℂ (u s) (u s)) = fun _ : ℝ => (1 : ℂ) := by
    funext s
    rw [inner_self_eq_norm_sq_to_K, hn s]
    simp
  rw [h1] at h
  have h2 := h.unique (hasDerivAt_const t (1 : ℂ))
  rw [← inner_conj_symm (deriv u t) (u t)] at h2
  have h3 := congrArg Complex.re h2
  simp only [Complex.add_re, Complex.conj_re, Complex.zero_re] at h3
  unfold connection
  linarith
```

Taking the real part commutes with integration, so the exponent has real part zero.

```lean
/-- The exponential of the integrated connection of a normalised path has modulus one. -/
theorem norm_exp_integral {u : ℝ → E} (hu : ContDiff ℝ 1 u) (hn : ∀ t, ‖u t‖ = 1) (s t : ℝ) :
    ‖cexp (∫ x in s..t, connection u x)‖ = 1 := by
  obtain ⟨hd, hc⟩ := contDiff_one_iff_deriv.mp hu
  have hA : Continuous (connection u) := hd.continuous.inner hc
  have h := Complex.reCLM.intervalIntegral_comp_comm
    (hA.intervalIntegrable (μ := MeasureTheory.volume) s t)
  simp only [Complex.reCLM_apply, connection_re hd hn, intervalIntegral.integral_zero] at h
  rw [Complex.norm_exp, ← h, Real.exp_zero]
```

## The estimate for one link

The vector $w$ is $v$ without its component along the unit vector $e$. The proof establishes $\langle w,w\rangle=\langle w,v\rangle$ and applies Cauchy–Schwarz, as in the derivation above.

```lean
/-- Removing from a vector its component along a unit vector does not increase its norm. -/
theorem norm_sub_component_le (e v : E) (he : ‖e‖ = 1) :
    ‖v - (inner ℂ e v : ℂ) • e‖ ≤ ‖v‖ := by
  set w := v - (inner ℂ e v : ℂ) • e with hw
  have hee : inner ℂ e e = (1 : ℂ) := by
    rw [inner_self_eq_norm_sq_to_K, he]
    simp
  have hew : inner ℂ e w = (0 : ℂ) := by
    rw [hw, inner_sub_right, inner_smul_right, hee]
    ring
  have hwe : inner ℂ w e = (0 : ℂ) := by
    rw [← inner_conj_symm, hew, map_zero]
  have hww : inner ℂ w w = (inner ℂ w v : ℂ) := by
    conv_lhs => rw [hw, inner_sub_right, inner_smul_right, ← hw, hwe]
    ring
  have h1 : ‖w‖ ^ 2 ≤ ‖w‖ * ‖v‖ := by
    have h2 := norm_inner_le_norm (𝕜 := ℂ) w v
    rw [← hww, inner_self_eq_norm_sq_to_K] at h2
    simpa using h2
  by_contra hlt
  have hlt' := not_le.mp hlt
  nlinarith [norm_nonneg v, norm_nonneg w]
```

In `link_error`, `hg` is the formula for $g'$, already in the form with $u(s)-u(x)$. Within `hbound`, `h2` and `h3` bound the two vectors, and `hfac` restores the phase at the end.

```lean
/-- For a continuously differentiable path of unit vectors, a single overlap differs from the
exponential of the integrated connection by at most the square of (maximal speed times step length).
-/
theorem link_error {u : ℝ → E} (hu : ContDiff ℝ 1 u) (hn : ∀ t, ‖u t‖ = 1) {s t M : ℝ}
    (hst : s ≤ t) (hM : ∀ x ∈ Set.Icc s t, ‖deriv u x‖ ≤ M) :
    ‖inner ℂ (u s) (u t) - cexp (∫ x in s..t, connection u x)‖ ≤ M ^ 2 * (t - s) ^ 2 := by
  obtain ⟨hd, hc⟩ := contDiff_one_iff_deriv.mp hu
  have hA : Continuous (connection u) := hd.continuous.inner hc
  have hM0 : 0 ≤ M := (norm_nonneg _).trans (hM s ⟨le_rfl, hst⟩)
  -- the overlap with the accumulated phase removed
  let g : ℝ → ℂ := fun x => inner ℂ (u s) (u x) * cexp (-∫ y in s..x, connection u y)
  have hg : ∀ x, HasDerivAt g (cexp (-∫ y in s..x, connection u y) *
      inner ℂ (u s - u x) (deriv u x - connection u x • u x)) x := by
    intro x
    have hI : HasDerivAt (fun y => (inner ℂ (u s) (u y) : ℂ)) (inner ℂ (u s) (deriv u x)) x := by
      simpa using (hasDerivAt_const x (u s)).inner ℂ (hd x).hasDerivAt
    have hF := (hA.integral_hasStrictDerivAt s x).hasDerivAt
    refine (hI.fun_mul hF.fun_neg.cexp).congr_deriv ?_
    have hxx : inner ℂ (u x) (u x) = (1 : ℂ) := by
      rw [inner_self_eq_norm_sq_to_K, hn x]
      simp
    rw [inner_sub_left, inner_sub_right, inner_sub_right, inner_smul_right, inner_smul_right, hxx]
    unfold connection
    ring
  have hbound : ∀ x ∈ Set.Ico s t, ‖cexp (-∫ y in s..x, connection u y) *
      inner ℂ (u s - u x) (deriv u x - connection u x • u x)‖ ≤ M ^ 2 * (t - s) := by
    intro x hx
    have h1 : ‖u x - u s‖ ≤ M * (x - s) :=
      norm_image_sub_le_of_norm_deriv_le_segment'
        (fun y _ => (hd y).hasDerivAt.hasDerivWithinAt)
        (fun y hy => hM y ⟨hy.1, hy.2.le⟩) x ⟨hx.1, hx.2.le⟩
    have h2 : ‖u s - u x‖ ≤ M * (t - s) := by
      rw [norm_sub_rev]
      exact h1.trans (mul_le_mul_of_nonneg_left (by linarith [hx.2]) hM0)
    have h3 : ‖deriv u x - connection u x • u x‖ ≤ M :=
      (norm_sub_component_le (u x) (deriv u x) (hn x)).trans (hM x ⟨hx.1, hx.2.le⟩)
    rw [norm_mul, Complex.exp_neg, norm_inv, norm_exp_integral hu hn, inv_one, one_mul]
    calc _ ≤ ‖u s - u x‖ * ‖deriv u x - connection u x • u x‖ := norm_inner_le_norm _ _
      _ ≤ (M * (t - s)) * M :=
        mul_le_mul h2 h3 (norm_nonneg _) (mul_nonneg hM0 (by linarith))
      _ = M ^ 2 * (t - s) := by ring
  have hmv := norm_image_sub_le_of_norm_deriv_le_segment'
    (fun x _ => (hg x).hasDerivWithinAt) hbound t ⟨hst, le_rfl⟩
  have hgs : g s = 1 := by
    simp only [g, intervalIntegral.integral_same, neg_zero, Complex.exp_zero, mul_one]
    rw [inner_self_eq_norm_sq_to_K, hn s]
    simp
  -- restore the phase, which has modulus one
  have hfac : inner ℂ (u s) (u t) - cexp (∫ x in s..t, connection u x) =
      cexp (∫ x in s..t, connection u x) * (g t - g s) := by
    rw [hgs]
    simp only [g, Complex.exp_neg]
    have := Complex.exp_ne_zero (∫ x in s..t, connection u x)
    field_simp
  rw [hfac, norm_mul, norm_exp_integral hu hn, one_mul]
  calc _ ≤ M ^ 2 * (t - s) * (t - s) := hmv
    _ = M ^ 2 * (t - s) ^ 2 := by ring
```

The proof turns on `norm_image_sub_le_of_norm_deriv_le_segment'`, a mean value inequality for functions of a real variable with values in a normed space. From a derivative $f'$ on $[a,b]$ with $\|f'\|\le C$ on $[a,b)$, it concludes $\|f(x)-f(a)\|\le C(x-a)$ for every $x$ in $[a,b]$. It is used twice: for $u$ with values in $E$, and for $g$ with values in $\mathbb C$. The familiar mean value *equality* would not serve, since it fails for complex functions: $e^{ix}$ returns to its starting value after $2\pi$ although its derivative never vanishes.

The lemma takes the derivative as an explicit function, so the useful form of $g'$ has to be supplied. The product rule produces a different expression, and `congr_deriv` exchanges it for the one with $u(s)-u(x)$ once the two are shown equal. That form makes the link error quadratic in the step. Bounding $\langle u(s),w(x)\rangle$ by $\|w(x)\|\le M$ alone would give only the linear bound $M(t-s)$ for one link, and $N$ such bounds add up to $M$, which does not tend to zero.

## From one link to the whole mesh

The comparison of products is an induction on the number of factors; `h4` is the identity for $P_{n+1}-Q_{n+1}$.

```lean
/-- Two products of complex numbers in the unit disc differ by at most the sum of the
differences of their factors. -/
theorem norm_prod_sub_prod_le (a b : ℕ → ℂ) (ha : ∀ j, ‖a j‖ ≤ 1) (hb : ∀ j, ‖b j‖ ≤ 1)
    (N : ℕ) : ‖∏ j ∈ Finset.range N, a j - ∏ j ∈ Finset.range N, b j‖ ≤
      ∑ j ∈ Finset.range N, ‖a j - b j‖ := by
  induction N with
  | zero => simp
  | succ n ih =>
    rw [Finset.prod_range_succ, Finset.prod_range_succ, Finset.sum_range_succ]
    have hB : ‖∏ j ∈ Finset.range n, b j‖ ≤ 1 := by
      rw [norm_prod]
      exact Finset.prod_le_one (fun _ _ => norm_nonneg _) (fun j _ => hb j)
    generalize (∏ j ∈ Finset.range n, a j) = P at *
    generalize (∏ j ∈ Finset.range n, b j) = Q at *
    have h1 := mul_le_of_le_one_right (norm_nonneg (P - Q)) (ha n)
    have h2 := mul_le_of_le_one_left (norm_nonneg (a n - b n)) hB
    have h3 := norm_add_le ((P - Q) * a n) (Q * (a n - b n))
    rw [norm_mul, norm_mul] at h3
    have h4 : P * a n - Q * b n = (P - Q) * a n + Q * (a n - b n) := by ring
    rw [h4]
    linarith
```

Next, `hsum` joins the integrals over adjacent intervals, `Complex.exp_sum` turns the exponential of their sum into a product, and `hlink` applies the link estimate with step $1/N$. The bound `M` is needed only on $[0,1]$.

```lean
/-- If a continuously differentiable path of unit vectors has speed `‖u'‖` at most `M` on `[0,1]`,
the product of `N ≥ 1` overlaps on the uniform mesh differs from the exponential of the integrated
connection by at most `M² / N`. -/
theorem linkProduct_error {u : ℝ → E} (hu : ContDiff ℝ 1 u) (hn : ∀ t, ‖u t‖ = 1) {M : ℝ}
    (hM : ∀ x ∈ Set.Icc (0 : ℝ) 1, ‖deriv u x‖ ≤ M) {N : ℕ} (hN : 0 < N) :
    ‖linkProduct u N - cexp (∫ x in (0 : ℝ)..1, connection u x)‖ ≤ M ^ 2 / N := by
  obtain ⟨hd, hc⟩ := contDiff_one_iff_deriv.mp hu
  have hA : Continuous (connection u) := hd.continuous.inner hc
  have hpos : (0 : ℝ) < N := by exact_mod_cast hN
  have hsum := intervalIntegral.sum_integral_adjacent_intervals (f := connection u)
    (μ := MeasureTheory.volume) (a := fun j : ℕ => (j : ℝ) / N) (n := N)
    (fun k _ => hA.intervalIntegrable _ _)
  simp only [Nat.cast_zero, zero_div, div_self hpos.ne'] at hsum
  rw [← hsum, Complex.exp_sum, linkProduct]
  refine (norm_prod_sub_prod_le _ _ (fun j => ?_)
    (fun j => (norm_exp_integral hu hn _ _).le) N).trans ?_
  · refine (norm_inner_le_norm _ _).trans ?_
    rw [hn, hn, one_mul]
  -- each of the N links contributes at most M² / N²
  have hlink : ∀ j ∈ Finset.range N,
      ‖inner ℂ (u ((j : ℝ) / N)) (u (((j + 1 : ℕ) : ℝ) / N)) -
        cexp (∫ x in ((j : ℝ) / N)..(((j + 1 : ℕ) : ℝ) / N), connection u x)‖ ≤
      M ^ 2 * (1 / (N : ℝ)) ^ 2 := by
    intro j hj
    have hjN : ((j + 1 : ℕ) : ℝ) ≤ N := by exact_mod_cast Finset.mem_range.mp hj
    have hstep : ((j + 1 : ℕ) : ℝ) / N - (j : ℝ) / N = 1 / N := by
      push_cast
      ring
    have h0 : (0 : ℝ) ≤ (j : ℝ) / N := by positivity
    have h1 : ((j + 1 : ℕ) : ℝ) / N ≤ 1 := (div_le_one₀ hpos).mpr hjN
    have h2 : (0 : ℝ) < 1 / N := by positivity
    rw [← hstep]
    exact link_error hu hn (by linarith) (fun x hx => hM x ⟨h0.trans hx.1, hx.2.trans h1⟩)
  refine (Finset.sum_le_sum hlink).trans (le_of_eq ?_)
  rw [Finset.sum_const, Finset.card_range, nsmul_eq_mul]
  field_simp
```

For the limit, compactness supplies $M$, and the error is squeezed between $0$ and $M^2/N$.

```lean
/-- Continuum limit: for a continuously differentiable path of unit vectors, the product of
neighbouring overlaps tends to the exponential of the integral of `⟨u, u'⟩` over `[0,1]`. -/
theorem tendsto_linkProduct {u : ℝ → E} (hu : ContDiff ℝ 1 u) (hn : ∀ t, ‖u t‖ = 1) :
    Tendsto (linkProduct u) atTop (𝓝 (cexp (∫ x in (0 : ℝ)..1, inner ℂ (u x) (deriv u x)))) := by
  obtain ⟨M, hM⟩ := (isCompact_Icc (a := (0 : ℝ)) (b := 1)).exists_bound_of_continuousOn
    (contDiff_one_iff_deriv.mp hu).2.continuousOn
  rw [tendsto_iff_norm_sub_tendsto_zero]
  refine squeeze_zero' (Eventually.of_forall fun _ => norm_nonneg _) ?_
    (tendsto_const_div_atTop_nhds_zero_nat (M ^ 2))
  filter_upwards [eventually_gt_atTop 0] with N hN
  exact linkProduct_error hu hn hM hN
```

This is convergence of complex numbers. A phase extracted from $L_N$ is determined only modulo $2\pi$, and a choice of branch of the logarithm is left to the user.

Since the limit has modulus one, the modulus of the link product tends to one. On a finite mesh it may be smaller.

```lean
/-- For a continuously differentiable path of unit vectors, the modulus of the product of
neighbouring overlaps tends to one as the uniform mesh is refined. -/
theorem tendsto_norm_linkProduct {u : ℝ → E} (hu : ContDiff ℝ 1 u) (hn : ∀ t, ‖u t‖ = 1) :
    Tendsto (fun N => ‖linkProduct u N‖) atTop (𝓝 1) := by
  have h := (tendsto_linkProduct hu hn).norm
  have h1 := norm_exp_integral hu hn 0 1
  unfold connection at h1
  rwa [h1] at h
```

## Changes of phase on a finite mesh

Replace $u(t)$ by $e^{i\theta(t)}u(t)$ with real $\theta$. Each overlap acquires the factor $e^{i\theta((j+1)/N)-i\theta(j/N)}$, and in the product the interior phases cancel, leaving $e^{i\theta(1)-i\theta(0)}$. The theorem holds exactly for every $N\ge1$ and assumes neither continuity of $\theta$ nor any regularity or normalisation of $u$.

```lean
/-- Under a change of phase `u → exp(iθ) u` with real `θ`, the product of overlaps on a uniform mesh
of `N ≥ 1` steps is multiplied by `exp(iθ(1) - iθ(0))`. -/
theorem linkProduct_gauge (u : ℝ → E) (θ : ℝ → ℝ) {N : ℕ} (hN : 0 < N) :
    linkProduct (fun t => cexp (I * θ t) • u t) N =
      cexp (I * θ 1 - I * θ 0) * linkProduct u N := by
  have hN0 : (N : ℝ) ≠ 0 := by exact_mod_cast hN.ne'
  have hl : ∀ a b : ℝ, inner ℂ (cexp (I * θ a) • u a) (cexp (I * θ b) • u b) =
      cexp (I * θ b - I * θ a) * inner ℂ (u a) (u b) := by
    intro a b
    have hc : conj (cexp (I * θ a)) = cexp (-(I * θ a)) := by
      rw [← Complex.exp_conj]
      simp
    rw [inner_smul_left, inner_smul_right, hc, sub_eq_add_neg, Complex.exp_add]
    ring
  -- the phases at interior mesh points cancel in pairs
  have hs := Finset.sum_range_sub (fun j : ℕ => I * (θ ((j : ℝ) / N) : ℂ)) N
  simp only [Nat.cast_zero, zero_div, div_self hN0] at hs
  unfold linkProduct
  simp only [hl]
  rw [Finset.prod_mul_distrib, ← Complex.exp_sum, hs]

end

end BerryContinuumLimit
```

This matters when eigenvectors come from a numerical diagonalisation with arbitrary phases at each mesh point. If the first and last vectors differ from those of a continuously differentiable choice $u$ by the same phase factor, the product for this single state equals the one computed from $u$, to which the limit applies. When $u(1)=u(0)$, this is achieved by using the first computed vector again as the last. The cell-periodic part $u_k$ of a Bloch function $e^{ik\cdot r}u_k(r)$, followed from $k$ to $k+G$ with $G$ a non-zero reciprocal lattice vector, is not closed in this sense: with Bloch functions chosen periodic in $k$, $u_{k+G}(r)=e^{-iG\cdot r}u_k(r)$, and the last vector must be the first one multiplied by $e^{-iG\cdot r}$. Degenerate bands, where determinants of overlap matrices take the place of single overlaps, and non-uniform meshes are not treated.

```lean
#print axioms BerryContinuumLimit.tendsto_linkProduct
#print axioms BerryContinuumLimit.tendsto_norm_linkProduct
#print axioms BerryContinuumLimit.linkProduct_gauge
```

```
'BerryContinuumLimit.tendsto_linkProduct' depends on axioms: [propext, Classical.choice, Quot.sound]
'BerryContinuumLimit.tendsto_norm_linkProduct' depends on axioms: [propext, Classical.choice, Quot.sound]
'BerryContinuumLimit.linkProduct_gauge' depends on axioms: [propext, Classical.choice, Quot.sound]
```
